# The product of 1 + e²/ωₙ² over the positive fermionic Matsubara frequencies equals cosh(βe/2)

At inverse temperature β the fermionic Matsubara frequencies with n = 0, 1, 2, … are ωₙ = (2n+1)π/β, and `tendsto_freq_product` states that the product of the factors 1 + e²/ωₙ² over the first N of them tends to cosh(βe/2) as N grows. Here e and β are any real numbers; β = 0 is not excluded, and there Lean's convention that division by zero gives zero makes every factor, and the limit, equal to 1. The proof takes the product over odd integers already shown to converge to cosh(πy), sets y = βe/(2π), and then has to show that the two products agree factor by factor. It leaves that last step to `ring`.

The failing Lean file:

```lean
import Mathlib

open Filter Topology
open scoped Real

namespace MatsubaraTraceLog

noncomputable section

/-- The fermionic Matsubara frequency `(2n+1)π/β`, for inverse temperature `β ≠ 0`. -/
def freq (β : ℝ) (n : ℕ) : ℝ := (2 * (n : ℝ) + 1) * π / β

/-- Euler's sine product at imaginary argument: the product expansion of `sinh (πy)`. -/
theorem tendsto_sinh_product (y : ℝ) :
    Tendsto (fun n : ℕ => π * y * ∏ j ∈ Finset.range n, (1 + y ^ 2 / ((j : ℝ) + 1) ^ 2))
      atTop (𝓝 (Real.sinh (π * y))) := by
  have hs : Complex.sin (π * (y * Complex.I)) = ((Real.sinh (π * y) : ℝ) : ℂ) * Complex.I := by
    rw [← mul_assoc, Complex.sin_mul_I, Complex.ofReal_sinh, Complex.ofReal_mul]
  have h := (Complex.continuous_im.tendsto _).comp
    (Complex.tendsto_euler_sin_prod (y * Complex.I))
  rw [hs, Complex.im_ofReal_mul, Complex.I_im, mul_one] at h
  refine h.congr (fun n => ?_)
  have hj : ∀ j : ℕ, (1 : ℂ) - (y * Complex.I) ^ 2 / ((j : ℂ) + 1) ^ 2
      = 1 + (y : ℂ) ^ 2 / ((j : ℂ) + 1) ^ 2 := by
    intro j
    rw [mul_pow, Complex.I_sq]
    ring
  have hp : (π : ℂ) * (y * Complex.I) *
      ∏ j ∈ Finset.range n, ((1 : ℂ) - (y * Complex.I) ^ 2 / ((j : ℂ) + 1) ^ 2)
      = ((π * y * ∏ j ∈ Finset.range n, (1 + y ^ 2 / ((j : ℝ) + 1) ^ 2) : ℝ) : ℂ)
        * Complex.I := by
    simp only [hj]
    push_cast
    ring
  rw [Function.comp_apply, hp, Complex.im_ofReal_mul, Complex.I_im, mul_one]

/-- The product at doubled argument splits into the factors of the odd and of the even integers. -/
theorem product_split (y : ℝ) (n : ℕ) :
    ∏ j ∈ Finset.range (2 * n), (1 + (2 * y) ^ 2 / ((j : ℝ) + 1) ^ 2)
      = (∏ j ∈ Finset.range n, (1 + (2 * y) ^ 2 / (2 * (j : ℝ) + 1) ^ 2)) *
        ∏ j ∈ Finset.range n, (1 + y ^ 2 / ((j : ℝ) + 1) ^ 2) := by
  induction n with
  | zero => simp
  | succ n ih =>
    have h2 : (2 * y) ^ 2 / (((2 * n + 1 : ℕ) : ℝ) + 1) ^ 2 = y ^ 2 / ((n : ℝ) + 1) ^ 2 := by
      push_cast
      rw [show 2 * (n : ℝ) + 1 + 1 = 2 * ((n : ℝ) + 1) by ring, mul_pow, mul_pow,
        mul_div_mul_left _ _ (by norm_num)]
    rw [show 2 * (n + 1) = 2 * n + 1 + 1 by ring]
    simp only [Finset.prod_range_succ]
    rw [ih, h2]
    push_cast
    ring

/-- The product over odd integers converges to `cosh (πy)`. -/
theorem tendsto_cosh_product (y : ℝ) :
    Tendsto (fun n : ℕ => ∏ j ∈ Finset.range n, (1 + (2 * y) ^ 2 / (2 * (j : ℝ) + 1) ^ 2))
      atTop (𝓝 (Real.cosh (π * y))) := by
  by_cases hy : y = 0
  · subst hy
    simp
  have hs : Real.sinh (π * y) ≠ 0 := fun h =>
    mul_ne_zero Real.pi_ne_zero hy (Real.sinh_eq_zero.mp h)
  have hdouble : Tendsto (fun n : ℕ => 2 * n) atTop atTop :=
    tendsto_atTop_mono (fun n => by simp only [id]; omega) tendsto_id
  -- divide the sinh product at 2y by the one at y
  have h3 := (((tendsto_sinh_product (2 * y)).comp hdouble).div
    (tendsto_sinh_product y) hs).div_const 2
  have hlim : Real.sinh (π * (2 * y)) / Real.sinh (π * y) / 2 = Real.cosh (π * y) := by
    rw [show π * (2 * y) = 2 * (π * y) by ring, Real.sinh_two_mul]
    field_simp
  rw [hlim] at h3
  have hF : ∀ F P : ℝ, P ≠ 0 → π * (2 * y) * (F * P) / (π * y * P) / 2 = F := by
    intro F P hP
    field_simp
  refine h3.congr (fun n => ?_)
  simp only [Pi.div_apply, Function.comp_apply]
  rw [product_split]
  exact hF _ _ (Finset.prod_pos fun j _ => by positivity).ne'

/-- The product of `1 + e²/w_n²` over `n = 0, 1, 2, …`, with `w_n = freq β n`, converges to `cosh
(βe/2)`. -/
theorem tendsto_freq_product (e β : ℝ) :
    Tendsto (fun N : ℕ => ∏ n ∈ Finset.range N, (1 + e ^ 2 / freq β n ^ 2))
      atTop (𝓝 (Real.cosh (β * e / 2))) := by
  have h := tendsto_cosh_product (β * e / (2 * π))
  rw [show π * (β * e / (2 * π)) = β * e / 2 by field_simp] at h
  refine h.congr (fun N => Finset.prod_congr rfl fun n _ => ?_)
  unfold freq
  ring

end

end MatsubaraTraceLog
```

The error:

```
Try this:
  [apply] ring_nf
  
  The `ring` tactic failed to close the goal. Use `ring_nf` to obtain a normal form.
    
  Note that `ring` works primarily in *commutative* rings. If you have a noncommutative ring, abelian group or module, consider using `noncomm_ring`, `abel` or `module` instead.
Main.lean:85:43: error: unsolved goals
e β : ℝ
h :
  Tendsto (fun n => ∏ j ∈ Finset.range n, (1 + (2 * (β * e / (2 * π))) ^ 2 / (2 * ↑j + 1) ^ 2)) atTop
    (𝓝 (Real.cosh (β * e / 2)))
N n : ℕ
x✝ : n ∈ Finset.range N
⊢ 1 + β ^ 2 * e ^ 2 * π⁻¹ ^ 2 * (1 + ↑n * 4 + ↑n ^ 2 * 4)⁻¹ =
    1 + e ^ 2 * (π ^ 2 * ↑n * β⁻¹ ^ 2 * 4 + π ^ 2 * ↑n ^ 2 * β⁻¹ ^ 2 * 4 + π ^ 2 * β⁻¹ ^ 2)⁻¹
```

What went wrong. The error is an unsolved goal: `ring` could not prove the two factors equal, and what remains is the form to which it had reduced them. The equation is true, but `ring` multiplies out a denominator and then treats the inverse of a sum as a single unit. On the left that sum is `1 + ↑n * 4 + ↑n ^ 2 * 4`. On the right π² and β⁻² have been multiplied into every term of it, and `ring` does not take them out again, so the two inverses don't match.

The repair first proves `hb`, the equality of the fractions before squaring. There `div_div_eq_mul_div` moves β into the numerator, and `div_div`, used backwards, divides by 2n+1 and by π separately. Both sides now contain the inverse of the same sum, 2n+1, and `ring` succeeds. In the main goal, `div_pow` used backwards twice turns each quotient of squares into the square of a quotient, and rewriting with `hb` makes the two sides identical, which closes the goal.

The mended proof, as a diff:

```diff
@@ -87,6 +87,9 @@
   rw [show π * (β * e / (2 * π)) = β * e / 2 by field_simp] at h
   refine h.congr (fun N => Finset.prod_congr rfl fun n _ => ?_)
+  have hb : 2 * (β * e / (2 * π)) / (2 * (n : ℝ) + 1) = e / ((2 * (n : ℝ) + 1) * π / β) := by
+    rw [div_div_eq_mul_div, ← div_div (e * β)]
+    ring
   unfold freq
-  ring
+  rw [← div_pow, ← div_pow, hb]
 
 end
```
